# The lowest coupling of two mirror-image sp hybrids, and when pure s orbitals reach it

Two identical atoms share a bond axis, and each offers one s orbital and one p orbital directed along it. If both atoms form the same hybrid, one the mirror image of the other, which mixture gives the lowest coupling, sign included, and when is it the pure s orbital?

```lean
import Mathlib

open Real Matrix

namespace SlaterKosterHybrids

noncomputable section

/-- Hopping block between the (s, p) orbitals of two identical atoms on a bond axis, both p orbitals
pointing from the first atom to the second; `A`, `V`, `B` are the ss, sp and pp integrals. -/
def hopping (A V B : ℝ) : Matrix (Fin 2) (Fin 2) ℝ := !![A, V; -V, B]

/-- The normalised hybrid `cos f · s + sin f · p`. -/
def hybrid (f : ℝ) : Fin 2 → ℝ := ![cos f, sin f]

/-- Coupling of a hybrid of angle `f` on the first atom to a hybrid of angle `g` on the second,
whose p part is reversed, so that equal angles give mirror images. -/
def coupling (A V B f g : ℝ) : ℝ := hybrid f ⬝ᵥ (hopping A V B *ᵥ hybrid (-g))

/-- The amplitude with which the coupling of two mirror-image hybrids oscillates as their common
mixing angle is varied. -/
def amplitude (A V B : ℝ) : ℝ := √((A + B) ^ 2 / 4 + V ^ 2)

/-- The coupling of hybrids with mixing angles `f` and `g` in terms of the Slater-Koster integrals.
-/
theorem coupling_expand (A V B f g : ℝ) :
    coupling A V B f g =
      A * cos f * cos g - V * (cos f * sin g + sin f * cos g) - B * sin f * sin g := by
  simp only [coupling, hybrid, hopping, Matrix.mulVec, dotProduct, Fin.sum_univ_two,
    Matrix.of_apply, Matrix.cons_val_zero, Matrix.cons_val_one, cos_neg, sin_neg]
  ring

/-- For equal mixing angles the coupling is `A cos² f - 2V sin f cos f - B sin² f`. -/
theorem coupling_equal (A V B f : ℝ) :
    coupling A V B f f = A * cos f ^ 2 - 2 * V * sin f * cos f - B * sin f ^ 2 := by
  rw [coupling_expand]
  ring

/-- The coupling separates into a part set by the difference of the two mixing angles and a part
set by their sum. -/
theorem coupling_sum_diff (A V B f g : ℝ) :
    coupling A V B f g = (A - B) / 2 * cos (f - g)
      + ((A + B) / 2 * cos (f + g) - V * sin (f + g)) := by
  rw [coupling_expand, cos_sub, cos_add, sin_add]
  ring

lemma coupling_double (A V B f : ℝ) :
    coupling A V B f f = (A - B) / 2 + ((A + B) / 2 * cos (2 * f) - V * sin (2 * f)) := by
  rw [coupling_sum_diff, sub_self, cos_zero, mul_one, ← two_mul]

lemma neg_amplitude_le (A V B x : ℝ) :
    -amplitude A V B ≤ (A + B) / 2 * cos x - V * sin x := by
  have h : (A + B) ^ 2 / 4 + V ^ 2 - ((A + B) / 2 * cos x - V * sin x) ^ 2
      = ((A + B) / 2 * sin x + V * cos x) ^ 2 := by
    linear_combination (-((A + B) ^ 2 / 4 + V ^ 2)) * sin_sq_add_cos_sq x
  have h2 : ((A + B) / 2 * cos x - V * sin x) ^ 2 ≤ (A + B) ^ 2 / 4 + V ^ 2 := by
    linarith [sq_nonneg ((A + B) / 2 * sin x + V * cos x)]
  exact (abs_le.mp (Real.abs_le_sqrt h2)).1

lemma value_of_phase {A V B x : ℝ} (h1 : amplitude A V B * cos x = -(A + B) / 2)
    (h2 : amplitude A V B * sin x = V) :
    (A + B) / 2 * cos x - V * sin x = -amplitude A V B := by
  linear_combination cos x * h1 + sin x * h2 - amplitude A V B * sin_sq_add_cos_sq x

lemma exists_phase (A V B : ℝ) : ∃ f : ℝ,
    amplitude A V B * cos (2 * f) = -(A + B) / 2 ∧ amplitude A V B * sin (2 * f) = V := by
  -- twice the angle is the argument of the complex number -(A + B)/2 + iV
  let z : ℂ := ⟨-(A + B) / 2, V⟩
  have hz : amplitude A V B = ‖z‖ := by
    have h : (A + B) ^ 2 / 4 + V ^ 2 = ‖z‖ ^ 2 := by
      rw [Complex.sq_norm, Complex.normSq_apply]
      ring
    rw [amplitude, h, Real.sqrt_sq (norm_nonneg z)]
  refine ⟨Complex.arg z / 2, ?_, ?_⟩
  · rw [hz, mul_div_cancel₀ _ (two_ne_zero' ℝ)]
    exact Complex.norm_mul_cos_arg z
  · rw [hz, mul_div_cancel₀ _ (two_ne_zero' ℝ)]
    exact Complex.norm_mul_sin_arg z

/-- The minimum of the coupling of two mirror-image hybrids, over their common mixing angle, is
`(A - B)/2 - √((A + B)²/4 + V²)`. -/
theorem isLeast_coupling_equal (A V B : ℝ) :
    IsLeast (Set.range fun f : ℝ => coupling A V B f f)
      ((A - B) / 2 - √((A + B) ^ 2 / 4 + V ^ 2)) := by
  change IsLeast _ ((A - B) / 2 - amplitude A V B)
  constructor
  · obtain ⟨f, h1, h2⟩ := exists_phase A V B
    refine ⟨f, ?_⟩
    change coupling A V B f f = _
    rw [coupling_double, value_of_phase h1 h2]
    ring
  · rintro _ ⟨f, rfl⟩
    change _ ≤ coupling A V B f f
    rw [coupling_double]
    linarith [neg_amplitude_le A V B (2 * f)]

/-- A common mixing angle `f` minimises the coupling exactly when `R cos 2f = -(A + B)/2` and
`R sin 2f = V`, where `R` is the amplitude. -/
theorem optimal_angle_iff (A V B f : ℝ) :
    (∀ g, coupling A V B f f ≤ coupling A V B g g) ↔
      amplitude A V B * cos (2 * f) = -(A + B) / 2 ∧ amplitude A V B * sin (2 * f) = V := by
  constructor
  · intro hmin
    obtain ⟨g, h1, h2⟩ := exists_phase A V B
    have hg := hmin g
    rw [coupling_double, coupling_double, value_of_phase h1 h2] at hg
    have hE : (A + B) / 2 * cos (2 * f) - V * sin (2 * f) = -amplitude A V B :=
      le_antisymm (by linarith) (neg_amplitude_le A V B (2 * f))
    have hR : amplitude A V B ^ 2 = (A + B) ^ 2 / 4 + V ^ 2 := Real.sq_sqrt (by positivity)
    -- reaching the bound forces a sum of two squares to vanish
    have hS : (amplitude A V B * cos (2 * f) + (A + B) / 2) ^ 2
        + (amplitude A V B * sin (2 * f) - V) ^ 2 = 0 := by
      linear_combination amplitude A V B ^ 2 * sin_sq_add_cos_sq (2 * f)
        + 2 * amplitude A V B * hE - hR
    have p := sq_nonneg (amplitude A V B * cos (2 * f) + (A + B) / 2)
    have q := sq_nonneg (amplitude A V B * sin (2 * f) - V)
    have hc := (pow_eq_zero_iff (two_ne_zero)).mp (le_antisymm (by linarith) p)
    have hs := (pow_eq_zero_iff (two_ne_zero)).mp (le_antisymm (by linarith) q)
    exact ⟨by linarith, by linarith⟩
  · rintro ⟨h1, h2⟩ g
    rw [coupling_double, coupling_double, value_of_phase h1 h2]
    linarith [neg_amplitude_le A V B (2 * g)]

/-- Pure s orbitals minimise the coupling among mirror-image hybrids exactly when the sp integral
vanishes and `A + B ≤ 0`. -/
theorem pure_s_optimal_iff (A V B : ℝ) :
    (∀ g, coupling A V B 0 0 ≤ coupling A V B g g) ↔ V = 0 ∧ A + B ≤ 0 := by
  rw [optimal_angle_iff, mul_zero, cos_zero, sin_zero, mul_one, mul_zero]
  constructor
  · rintro ⟨h1, h2⟩
    have h : 0 ≤ amplitude A V B := Real.sqrt_nonneg _
    exact ⟨h2.symm, by linarith⟩
  · rintro ⟨rfl, h⟩
    refine ⟨?_, rfl⟩
    rw [amplitude, show (A + B) ^ 2 / 4 + (0 : ℝ) ^ 2 = (-(A + B) / 2) ^ 2 by ring,
      Real.sqrt_sq (by linarith)]

/-- If the two mixing angles vary independently, the minimum of the coupling is
`-|A - B|/2 - √((A + B)²/4 + V²)`. -/
theorem isLeast_coupling_independent (A V B : ℝ) :
    IsLeast (Set.range fun p : ℝ × ℝ => coupling A V B p.1 p.2)
      (-|A - B| / 2 - √((A + B) ^ 2 / 4 + V ^ 2)) := by
  change IsLeast _ (-|A - B| / 2 - amplitude A V B)
  constructor
  · obtain ⟨f, h1, h2⟩ := exists_phase A V B
    rcases le_total A B with h | h
    · refine ⟨(f, f), ?_⟩
      change coupling A V B f f = _
      rw [coupling_double, value_of_phase h1 h2, abs_of_nonpos (by linarith)]
      ring
    · -- for A ≥ B the two angles differ by π
      refine ⟨(f + π / 2, f - π / 2), ?_⟩
      change coupling A V B (f + π / 2) (f - π / 2) = _
      rw [coupling_sum_diff, show f + π / 2 - (f - π / 2) = π by ring,
        show f + π / 2 + (f - π / 2) = 2 * f by ring, value_of_phase h1 h2, cos_pi,
        abs_of_nonneg (by linarith)]
      ring
  · rintro _ ⟨⟨f, g⟩, rfl⟩
    change _ ≤ coupling A V B f g
    have h : |(A - B) * cos (f - g)| ≤ |A - B| := by
      rw [abs_mul]
      exact mul_le_of_le_one_right (abs_nonneg _) (abs_cos_le_one _)
    rw [coupling_sum_diff]
    linarith [neg_amplitude_le A V B (f + g), (abs_le.mp h).1]

/-- Some pair with equal mixing angles reaches the minimum over all pairs of angles exactly when
`A ≤ B`. -/
theorem equal_hybrids_optimal_iff (A V B : ℝ) :
    (∃ f, ∀ g k, coupling A V B f f ≤ coupling A V B g k) ↔ A ≤ B := by
  constructor
  · rintro ⟨f, hf⟩
    obtain ⟨⟨g, k⟩, hgk⟩ := (isLeast_coupling_independent A V B).1
    change coupling A V B g k = _ at hgk
    have h1 := (isLeast_coupling_equal A V B).2 ⟨f, rfl⟩
    change _ ≤ coupling A V B f f at h1
    linarith [hf g k, abs_nonneg (A - B)]
  · intro h
    obtain ⟨f, hf⟩ := (isLeast_coupling_equal A V B).1
    change coupling A V B f f = _ at hf
    refine ⟨f, fun g k => ?_⟩
    have h1 := (isLeast_coupling_independent A V B).2 ⟨(g, k), rfl⟩
    change _ ≤ coupling A V B g k at h1
    rw [abs_of_nonpos (by linarith)] at h1
    linarith

end

end SlaterKosterHybrids
```

```lean
#print axioms SlaterKosterHybrids.coupling_equal
#print axioms SlaterKosterHybrids.pure_s_optimal_iff
#print axioms SlaterKosterHybrids.equal_hybrids_optimal_iff
```

```
'SlaterKosterHybrids.coupling_equal' depends on axioms: [propext, Classical.choice, Quot.sound]
'SlaterKosterHybrids.pure_s_optimal_iff' depends on axioms: [propext, Classical.choice, Quot.sound]
'SlaterKosterHybrids.equal_hybrids_optimal_iff' depends on axioms: [propext, Classical.choice, Quot.sound]
```

## From orbitals to a coupling

The real numbers $A$, $V$ and $B$ are the ss, sp and pp Slater-Koster integrals for σ bonding. In `hopping`, rows belong to the first atom and columns to the second, and both p orbitals point from the first atom to the second. Since the atoms are identical, the two sp entries therefore differ only in sign.

The normalised hybrid on the first atom is $(\cos f, \sin f)$. The one on the second is $(\cos g, -\sin g)$, written `hybrid (-g)`, because its p part is reversed. Their matrix element is

$$h(f,g) = A\cos f\cos g - V(\cos f\sin g + \sin f\cos g) - B\sin f\sin g .$$

This is `coupling_expand`. Setting $g=f$ gives `coupling_equal`:

$$h(f,f) = A\cos^2 f - 2V\sin f\cos f - B\sin^2 f .$$

With $R=\sqrt{(A+B)^2/4+V^2}$, called `amplitude` in the code, the main results hold for all real $A$, $V$, $B$:

- `isLeast_coupling_equal`: the minimum of $h(f,f)$ over real $f$ is $(A-B)/2-R$. `IsLeast` means that this value is a lower bound and is attained.
- `pure_s_optimal_iff`: the angle $f=0$ attains it exactly when $V=0$ and $A+B\le 0$.
- `isLeast_coupling_independent`: if $f$ and $g$ vary separately, the minimum is $-|A-B|/2-R$.
- `equal_hybrids_optimal_iff`: some pair with $f=g$ reaches this second minimum exactly when $A\le B$.

In a non-interacting tight-binding model of a single bond, this selects the hybrids with the lowest hopping element, sign included. It need not minimise the total energy: the s and p on-site energies, and so the cost of promoting an electron from s to p, are absent, as are overlap between the atoms and all other neighbours.

## Separating the two angles

The product formulas for cosines and sines turn the matrix element into

$$h(f,g)=\frac{A-B}{2}\cos(f-g)+u(f+g),\qquad u(x)=\frac{A+B}{2}\cos x-V\sin x .$$

This is `coupling_sum_diff`. For equal angles the first cosine is 1, so $h(f,f)=(A-B)/2+u(2f)$, which is `coupling_double`. It remains to minimise $u$.

Expanding the squares gives

$$R^2-u(x)^2=\left(\frac{A+B}{2}\sin x+V\cos x\right)^2\ge 0 ,$$

hence $u(x)\ge -R$, as stated in `neg_amplitude_le`. To reach the bound, take $x$ to be the polar angle of the point $(-(A+B)/2,\,V)$, whose distance from the origin is $R$ (if $R=0$, any $x$ will do). Then

$$R\cos x=-\frac{A+B}{2},\qquad R\sin x=V,$$

and substitution gives $u(x)=-R\cos^2x-R\sin^2x=-R$. In Lean, `exists_phase` obtains this angle as the argument of a complex number, and `value_of_phase` does the substitution. Taking $f=x/2$ proves the formula for the minimum.

## Which angles are optimal

The two phase equations are also necessary. If $u(x)=-R$, then

$$\left(R\cos x+\frac{A+B}{2}\right)^2+(R\sin x-V)^2=2R^2+2R\,u(x)=0,$$

so both squares vanish. With $x=2f$ this is `optimal_angle_iff`; its `linear_combination` step verifies the identity. If $R=0$, the equations hold for every $f$, as they should, since $h(f,f)$ is then constant.

At $f=0$ the equations read $R=-(A+B)/2$ and $V=0$. Since $R\ge0$, they imply $A+B\le0$. Conversely, if $V=0$ and $A+B\le0$, then $R=|A+B|/2=-(A+B)/2$. This is the pure-s criterion.

## Letting the hybrids differ

For independent angles, the difference term is at least $-|A-B|/2$ and the sum term at least $-R$. Both bounds can be reached together, because $f-g$ and $f+g$ can be chosen separately. If $A\le B$, the choice $f=g$ works. If $A\ge B$, the proof shifts the two angles by $+\pi/2$ and $-\pi/2$, which keeps their sum and makes their difference $\pi$.

A shift by $\pi$ only reverses the sign of a hybrid, so even then the two orbitals are mirror images up to an overall sign. Equal angles reach the overall minimum exactly when $(A-B)/2=-|A-B|/2$, that is, when $A\le B$. The common sign pattern $A<0<B$ satisfies this condition.
